# The magnon thermal Hall weight strictly decreases with magnon energy

Units are chosen so that $k_B=\hbar=1$. A magnon of energy $E$ at temperature $T$ then has the reduced energy $x=E/T$, a pure number. All quantities are real, and $\log$ is the natural logarithm.

```lean
import Mathlib

open MeasureTheory

namespace MagnonThermalHall

noncomputable section
```

The thermal Hall weight is a function of the occupation $r$ of a magnon mode:

$$c_2(r)=\int_0^r \Big(\log\big(1+\tfrac1t\big)\Big)^2\,dt .$$

In Lean this is the interval integral `c2 r`. The integrand diverges at the lower limit, so convergence has to be shown, which is done in part (c).

```lean
/-- The thermal Hall weight `c2` as a function of the magnon occupation `r`. -/
def c2 (r : ℝ) : ℝ := ∫ t in (0 : ℝ)..r, Real.log (1 + 1 / t) ^ 2
```

The occupation in thermal equilibrium is the Bose function with zero chemical potential,

$$n(x)=\frac{1}{e^x-1},$$

written `bose x`. It is used at $x>0$, that is, for magnons of positive energy.

```lean
/-- The Bose occupation of a magnon whose energy in units of temperature is `x`. -/
def bose (x : ℝ) : ℝ := 1 / (Real.exp x - 1)
```

Let $k$ run over a finite momentum mesh and $b$ over finitely many bands, with energies $E_{kb}$ and Berry curvatures $\Omega_{kb}$. For a system of volume $V$ the thermal Hall conductivity is taken to be

$$\kappa=-\frac TV\sum_k\sum_b\Big(c_2\big(n(E_{kb}/T)\big)-\frac{\pi^2}{3}\Big)\Omega_{kb}.$$

This is the linear-response expression for non-interacting magnons. It enters as a definition and is not derived from a spin Hamiltonian. The constant $\pi^2/3$ is the value that $c_2$ approaches at very large occupation, so the bracket measures the weight relative to a magnon of vanishing energy; that limit is quoted here as background and is not among the results proved below. In Lean, the finite types `K` and `B` label momenta and bands, and `E` and `Ω` are arbitrary real functions of the two labels. Nothing forces them to come from the same Bloch Hamiltonian. The overall sign of $\kappa$ depends on the sign convention for the Berry curvature, which has to be the one that goes with this formula.

```lean
/-- The magnon thermal Hall conductivity at temperature `T` and volume `V`, in units with
`k_B = ħ = 1`, for band energies `E k b` and Berry curvatures `Ω k b` on a finite momentum mesh. -/
def thermalHall {K B : Type*} [Fintype K] [Fintype B] (T V : ℝ) (E Ω : K → B → ℝ) : ℝ :=
  -(T / V * ∑ k, ∑ b, (c2 (bose (E k b / T)) - Real.pi ^ 2 / 3) * Ω k b)
```

## (a) An inverse-square-root bound on the integrand

**Task.** Show that for every $t>0$

$$\Big(\log\big(1+\tfrac1t\big)\Big)^2\le 16\,\big(1+t^{-1/2}\big).$$

**Solution.** Put $u=t^{-1/2}>0$, so that $u^2=1/t$, and $w=\sqrt{1+u}>0$. Then

$$w^4=(1+u)^2=1+2u+u^2\ge 1+u^2 .$$

The logarithm is increasing and satisfies $\log w\le w-1$, hence

$$\log(1+u^2)\le 4\log w\le 4(w-1)\le 4w .$$

The left side is nonnegative because $1+u^2\ge1$. Both sides may therefore be squared, which gives

$$\big(\log(1+u^2)\big)^2\le 16w^2=16(1+u).$$

The Lean proof makes the same two substitutions. Each `generalize` replaces an expression by a letter, first $u$ and then $w$, and keeps only its positivity and the value of its square. The step `h4` is the comparison with $w^4$, `hlog` is the bound by $4w$, and the closing `calc` squares it.

```lean
/-- For every `t > 0` the integrand of `c2` is at most `16 * (1 + t ^ (-1/2))`. -/
theorem log_sq_le {t : ℝ} (ht : 0 < t) :
    Real.log (1 + 1 / t) ^ 2 ≤ 16 * (1 + t ^ (-(1 / 2) : ℝ)) := by
  have hu : 0 < t ^ (-(1 / 2) : ℝ) := Real.rpow_pos_of_pos ht _
  have hu2 : (t ^ (-(1 / 2) : ℝ)) ^ 2 = 1 / t := by
    rw [sq, ← Real.rpow_add ht, show (-(1 / 2) : ℝ) + -(1 / 2) = -1 by norm_num,
      Real.rpow_neg_one, one_div]
  generalize t ^ (-(1 / 2) : ℝ) = u at hu hu2 ⊢
  rw [← hu2]
  have hw : 0 < Real.sqrt (1 + u) := Real.sqrt_pos.2 (by linarith)
  have hw2 : Real.sqrt (1 + u) ^ 2 = 1 + u := Real.sq_sqrt (by linarith)
  generalize Real.sqrt (1 + u) = w at hw hw2
  -- the argument of the logarithm is at most the fourth power of `w`
  have h4 : 1 + u ^ 2 ≤ w ^ 4 := by
    have h : w ^ 4 = (1 + u) ^ 2 := by rw [← hw2]; ring
    rw [h]
    nlinarith
  have hlog : Real.log (1 + u ^ 2) ≤ 4 * w := by
    have h1 : Real.log (1 + u ^ 2) ≤ Real.log (w ^ 4) :=
      Real.log_le_log (by positivity) h4
    have h2 : Real.log (w ^ 4) = 4 * Real.log w := by
      rw [Real.log_pow]
      norm_num
    have h3 := Real.log_le_sub_one_of_pos hw
    linarith
  have h0 : 0 ≤ Real.log (1 + u ^ 2) := Real.log_nonneg (by nlinarith [sq_nonneg u])
  calc Real.log (1 + u ^ 2) ^ 2 ≤ (4 * w) ^ 2 := pow_le_pow_left₀ h0 hlog 2
    _ = 16 * (1 + u) := by rw [← hw2]; ring
```

## (b) Measurability of the integrand

**Task.** Show that the function

$$t\mapsto\Big(\log\big(1+\tfrac1t\big)\Big)^2$$

is measurable.

**Solution.** The function is built by dividing a constant by $t$, adding a constant, taking the logarithm and squaring. In Lean these operations are defined on the whole real line, with $1/0=0$, $\log 0=0$ and $\log s=\log|s|$ for $s<0$, and each of them preserves measurability. On $t>0$, the only range that enters $c_2(r)$ for $r>0$, the function is even continuous. The Lean term assembles the function in the same order, with `pow_const 2` for the final square.

```lean
/-- The integrand of `c2` is a measurable function of the occupation. -/
theorem measurable_integrand : Measurable (fun t : ℝ => Real.log (1 + 1 / t) ^ 2) :=
  (Real.measurable_log.comp
    (measurable_const.add (measurable_const.div measurable_id))).pow_const 2
```

## (c) Convergence of the integral

**Task.** Show that for every $r>0$ the integrand is integrable on the interval from $0$ to $r$:

$$\int_0^r\Big(\log\big(1+\tfrac1t\big)\Big)^2dt<\infty .$$

**Solution.** By part (a) the nonnegative integrand lies below $16(1+t^{-1/2})$ for $0<t\le r$, and

$$\int_0^r 16\,\big(1+t^{-1/2}\big)\,dt=16\,\big(r+2\sqrt r\big)<\infty .$$

A measurable function dominated by an integrable one is integrable.

The Lean statement is `IntervalIntegrable` with respect to `volume`, the ordinary length measure on the line. It carries real content, because Lean assigns the value zero to the integral of a non-integrable function, and `c2` would then be meaningless as a physical weight. In the proof, `h1` and `h2` handle the two terms of the bound. The power is integrable at the origin because its exponent $-1/2$ is greater than $-1$. The domination argument is `mono_fun'`, which calls on part (b) for measurability and on part (a) for the inequality.

```lean
/-- The integral defining the thermal Hall weight converges for every positive occupation. -/
theorem integrable_integrand {r : ℝ} (hr : 0 < r) :
    IntervalIntegrable (fun t : ℝ => Real.log (1 + 1 / t) ^ 2) volume 0 r := by
  have h1 : IntervalIntegrable (fun _ : ℝ => (1 : ℝ)) volume 0 r :=
    continuous_const.intervalIntegrable 0 r
  have h2 : IntervalIntegrable (fun t : ℝ => t ^ (-(1 / 2) : ℝ)) volume 0 r :=
    intervalIntegral.intervalIntegrable_rpow' (by norm_num)
  have hg : IntervalIntegrable (fun t : ℝ => 16 * (1 + t ^ (-(1 / 2) : ℝ))) volume 0 r :=
    (h1.add h2).const_mul 16
  -- domination by the integrable inverse square root
  refine hg.mono_fun' measurable_integrand.aestronglyMeasurable ?_
  filter_upwards [ae_restrict_mem measurableSet_uIoc] with t ht
  rw [Set.uIoc_of_le hr.le] at ht
  rw [Real.norm_of_nonneg (sq_nonneg _)]
  exact log_sq_le ht.1
```

## (d) The derivative with respect to occupation

**Task.** Show that for $r>0$

$$c_2'(r)=\Big(\log\big(1+\tfrac1r\big)\Big)^2 .$$

**Solution.** For small $h\neq0$, with $r+h>0$,

$$\frac{c_2(r+h)-c_2(r)}{h}=\frac1h\int_r^{r+h}\Big(\log\big(1+\tfrac1t\big)\Big)^2dt .$$

The right side is the average of the integrand between $r$ and $r+h$. The integrand is continuous at $r>0$, so the average tends to its value there as $h\to0$.

The statement `HasDerivAt c2 a r` means that this difference quotient converges to `a`. Mathlib's form of the fundamental theorem of calculus needs three inputs: integrability from $0$ to $r$, which is part (c), measurability near $r$, which is part (b), and continuity at $r$, which is `hc`.

```lean
/-- At every occupation `r > 0` the derivative of `c2` is the value of its integrand at `r`. -/
theorem hasDerivAt_c2 {r : ℝ} (hr : 0 < r) :
    HasDerivAt c2 (Real.log (1 + 1 / r) ^ 2) r := by
  have hne : 1 + 1 / r ≠ 0 := by positivity
  have hc : ContinuousAt (fun t : ℝ => Real.log (1 + 1 / t) ^ 2) r :=
    (ContinuousAt.log
      (continuousAt_const.add (continuousAt_const.div continuousAt_id hr.ne')) hne).pow 2
  exact intervalIntegral.integral_hasDerivAt_right (integrable_integrand hr)
    ⟨Set.univ, Filter.univ_mem, measurable_integrand.aestronglyMeasurable⟩ hc
```

## (e) Positivity of the Bose occupation

**Task.** Show that $x>0$ implies

$$n(x)>0 .$$

**Solution.** For $x>0$ we have $e^x>1$. The denominator $e^x-1$ is positive, and so is its reciprocal. Read from the inside out, the Lean term is this chain. The result allows part (d) to be applied at $r=n(x)$.

```lean
/-- The Bose occupation is positive at positive energy. -/
theorem bose_pos {x : ℝ} (hx : 0 < x) : 0 < bose x :=
  one_div_pos.2 (sub_pos.2 (Real.one_lt_exp_iff.2 hx))
```

## (f) Inverting the Bose function

**Task.** Show that for $r>0$ and real $x$

$$n(x)=r\quad\Longleftrightarrow\quad\log\big(1+\tfrac1r\big)=x .$$

**Solution.** If $1/(e^x-1)=r$, then $1/r=e^x-1$. Hence $1+1/r=e^x$, and taking the logarithm gives $\log(1+1/r)=x$. Conversely, if $x=\log(1+1/r)$, then $e^x=1+1/r$, because the argument of the logarithm is positive. Therefore $e^x-1=1/r$ and $n(x)=r$.

The logarithm in the definition of $c_2$ is thus the reduced energy at which a mode has the given occupation. The two bullets of the Lean proof are the two directions, and each is a short sequence of rewrites following the equations above.

```lean
/-- A magnon has occupation `r > 0` exactly when its reduced energy is `log (1 + 1 / r)`. -/
theorem bose_eq_iff {x r : ℝ} (hr : 0 < r) : bose x = r ↔ Real.log (1 + 1 / r) = x := by
  constructor
  · intro h
    rw [← h, bose, one_div_one_div, add_sub_cancel, Real.log_exp]
  · intro h
    rw [← h, bose, Real.exp_log (by positivity), add_sub_cancel_left, one_div_one_div]
```

## (g) The derivative with respect to reduced energy

**Task.** Show that for $x>0$

$$\frac{d}{dx}\,c_2\big(n(x)\big)=-\frac{x^2e^x}{(e^x-1)^2}.$$

**Solution.** The quotient rule gives

$$n'(x)=\frac{0\cdot(e^x-1)-1\cdot e^x}{(e^x-1)^2}=-\frac{e^x}{(e^x-1)^2}.$$

Since $n(x)>0$ by part (e), part (d) applies at $r=n(x)$. Part (f), with the same $r$, then turns the logarithm into $x$:

$$c_2'\big(n(x)\big)=\Big(\log\big(1+\tfrac1{n(x)}\big)\Big)^2=x^2 .$$

The chain rule multiplies the two factors,

$$\frac{d}{dx}\,c_2\big(n(x)\big)=x^2\cdot\Big(-\frac{e^x}{(e^x-1)^2}\Big),$$

which is the stated formula.

In Lean, `hn` is the quotient rule with the numerator left unsimplified, and `.comp` is the chain rule. The rewrite with `bose_eq_iff` replaces the logarithm by `x`, and `ring` confirms that the product agrees with the target expression.

```lean
/-- The derivative of the thermal Hall weight with respect to the reduced magnon energy `x > 0`
is `-x² eˣ / (eˣ - 1)²`. -/
theorem hasDerivAt_hall_weight {x : ℝ} (hx : 0 < x) :
    HasDerivAt (fun y => c2 (bose y))
      (-(x ^ 2 * Real.exp x / (Real.exp x - 1) ^ 2)) x := by
  have hne : Real.exp x - 1 ≠ 0 := (sub_pos.2 (Real.one_lt_exp_iff.2 hx)).ne'
  have hn : HasDerivAt bose
      ((0 * (Real.exp x - 1) - 1 * Real.exp x) / (Real.exp x - 1) ^ 2) x :=
    (hasDerivAt_const x (1 : ℝ)).fun_div ((Real.hasDerivAt_exp x).sub_const 1) hne
  -- chain rule, with the logarithm equal to the reduced energy
  have h := (hasDerivAt_c2 (bose_pos hx)).comp x hn
  rw [(bose_eq_iff (bose_pos hx)).1 rfl] at h
  exact h.congr_deriv (by ring)
```

## (h) Strict decrease of the weight

**Task.** Show that the weight falls as the reduced energy rises:

$$0<x<y\quad\Longrightarrow\quad c_2\big(n(y)\big)<c_2\big(n(x)\big).$$

**Solution.** By the mean value theorem there is a $\xi$ with $x<\xi<y$ and

$$c_2\big(n(y)\big)-c_2\big(n(x)\big)=-\frac{\xi^2e^\xi}{(e^\xi-1)^2}\,(y-x).$$

Here $\xi>0$, so $\xi^2$, $e^\xi$ and $(e^\xi-1)^2$ are all positive, and the right side is negative.

`StrictAntiOn` on `Set.Ioi 0` is the Lean form of strict decrease on the open half-line $x>0$. At a fixed positive temperature this is strict decrease in the magnon energy $E$ itself. The Mathlib criterion `strictAntiOn_of_deriv_neg` stands in for the mean value theorem. It asks for a convex domain, continuity, and a negative derivative in the interior; part (g) supplies the last two, once `positivity` has settled the sign.

```lean
/-- The thermal Hall weight is strictly decreasing in the reduced magnon energy `x` on `x > 0`. -/
theorem hall_weight_strictAnti : StrictAntiOn (fun x => c2 (bose x)) (Set.Ioi 0) := by
  refine strictAntiOn_of_deriv_neg (convex_Ioi 0)
    (fun x hx => (hasDerivAt_hall_weight hx).continuousAt.continuousWithinAt) ?_
  intro x hx
  rw [interior_Ioi] at hx
  have hx0 : 0 < x := hx
  have hd : 0 < Real.exp x - 1 := sub_pos.2 (Real.one_lt_exp_iff.2 hx0)
  rw [(hasDerivAt_hall_weight hx0).deriv]
  exact neg_lt_zero.2 (by positivity)
```

## (i) The sign of the two-band thermal Hall conductivity

**Task.** Let $T>0$ and $V>0$, and let there be two bands, $b=0$ and $b=1$, with $0<E_{k0}<E_{k1}$ and $\Omega_{k1}=-\Omega_{k0}$ at every $k$. Suppose that $\Omega_{k0}\ge0$ for all $k$ and $\Omega_{k0}>0$ for at least one $k$. Show that

$$\kappa<0 .$$

**Solution.** Write $W_{kb}=c_2(n(E_{kb}/T))$. At each momentum the two bands combine to

$$\Big(W_{k0}-\frac{\pi^2}3\Big)\Omega_{k0}-\Big(W_{k1}-\frac{\pi^2}3\Big)\Omega_{k0}=(W_{k0}-W_{k1})\,\Omega_{k0},$$

and the constant drops out. Since $0<E_{k0}/T<E_{k1}/T$, part (h) gives $W_{k0}>W_{k1}$. Therefore

$$\kappa=-\frac TV\sum_k(W_{k0}-W_{k1})\,\Omega_{k0},$$

where no term of the sum is negative and at least one is positive. The sum is positive, and $\kappa<0$.

The hypotheses `hE` and `hgap` order the energies separately at each momentum, so the bands may still overlap in energy between different momenta. A mode of exactly zero energy is excluded by `hE`. The $k=0$ magnon of a Heisenberg ferromagnet without field or anisotropy is such a mode, and the theorem applies to that magnet only on a mesh that avoids this point. At zero energy the Lean definitions would give the occupation $1/0=0$ and hence the weight $0$, not the limit $\pi^2/3$. The opposite curvatures are the assumption `hΩ`, while `hnn` and `hpos` fix the sign of the lower band's curvature. In the proof, `hpair` is the cancellation of $\pi^2/3$, `hw` is the comparison of weights, and `Finset.sum_pos'` gives the positivity of the sum.

For a linear spin-wave calculation with two non-interacting magnon bands on a finite mesh, this fixes the sign that the computed conductivity must have whenever the curvature and energy conditions are met.

```lean
/-- Let two magnon bands have positive energies, with band `0` strictly below band `1` at each
momentum, and opposite Berry curvatures at each momentum. At positive temperature and volume,
`thermalHall` is negative if the curvature of band `0` is nowhere negative and somewhere positive.
-/
theorem thermalHall_two_band_neg {K : Type*} [Fintype K] {T V : ℝ} (hT : 0 < T) (hV : 0 < V)
    (E Ω : K → Fin 2 → ℝ) (hE : ∀ k, 0 < E k 0) (hgap : ∀ k, E k 0 < E k 1)
    (hΩ : ∀ k, Ω k 1 = -Ω k 0) (hnn : ∀ k, 0 ≤ Ω k 0) (hpos : ∃ k, 0 < Ω k 0) :
    thermalHall T V E Ω < 0 := by
  -- the constant `π² / 3` cancels between the two bands
  have hpair : ∀ k, ∑ b, (c2 (bose (E k b / T)) - Real.pi ^ 2 / 3) * Ω k b
      = (c2 (bose (E k 0 / T)) - c2 (bose (E k 1 / T))) * Ω k 0 := by
    intro k
    rw [Fin.sum_univ_two, hΩ k]
    ring
  -- the lower band carries the larger weight
  have hw : ∀ k, 0 < c2 (bose (E k 0 / T)) - c2 (bose (E k 1 / T)) := fun k =>
    sub_pos.2 (hall_weight_strictAnti (Set.mem_Ioi.2 (div_pos (hE k) hT))
      (Set.mem_Ioi.2 (div_pos ((hE k).trans (hgap k)) hT))
      (div_lt_div_of_pos_right (hgap k) hT))
  obtain ⟨q, hq⟩ := hpos
  unfold thermalHall
  simp only [hpair]
  exact neg_lt_zero.2 (mul_pos (div_pos hT hV)
    (Finset.sum_pos' (fun k _ => mul_nonneg (hw k).le (hnn k))
      ⟨q, Finset.mem_univ q, mul_pos (hw q) hq⟩))

end

end MagnonThermalHall
```

```lean
#print axioms MagnonThermalHall.hall_weight_strictAnti
-- 'MagnonThermalHall.hall_weight_strictAnti' depends on axioms: [propext, Classical.choice, Quot.sound]
#print axioms MagnonThermalHall.thermalHall_two_band_neg
-- 'MagnonThermalHall.thermalHall_two_band_neg' depends on axioms: [propext, Classical.choice, Quot.sound]
```
